# Imaginary-frequency quadrature error for powers of a one-pole response, with the tangent map scaled to the pole

The normalised one-pole response at imaginary frequency `u` is w²/(w² + u²), with w > 0, and equals 1 at u = 0. The theorem `frequency_error` concerns its (M+1)-th power, integrated over all u > 0 by an N-point midpoint rule in the angle θ, where u = w tan θ and the scale w of the map is the same w as in the response. It states that the rule minus the exact integral equals w times the midpoint rule's error for cos^(2M) θ on (0, π/2). The proof first shows, as `key`, that the integrand with its Jacobian becomes w cos^(2M) θ at every angle strictly between 0 and π/2, then uses this both under the integral and at each node of the rule.

This version doesn't compile in Lean 4 with Mathlib:

```lean
import Mathlib

open Real MeasureTheory Set

namespace ImaginaryFrequencyQuadrature

noncomputable section

/-- The `k`-th midpoint (counted from zero) of `N` equal cells of the interval `(0, π/2)`. -/
def midpointAngle (N k : ℕ) : ℝ := (2 * k + 1) * π / (4 * N)

/-- The `N`-point midpoint rule for a function of the angle on `(0, π/2)`. -/
def midpointRule (N : ℕ) (g : ℝ → ℝ) : ℝ :=
  π / (2 * N) * ∑ k ∈ Finset.range N, g (midpointAngle N k)

/-- The midpoint rule carried to the imaginary-frequency axis by `u = w tan θ`, with the Jacobian `w
/ cos² θ`. -/
def frequencyRule (N : ℕ) (w : ℝ) (F : ℝ → ℝ) : ℝ :=
  midpointRule N (fun θ => w / cos θ ^ 2 * F (w * tan θ))

/-- The normalised one-pole response `w² / (w² + u²)` at imaginary frequency `u`. -/
def response (w u : ℝ) : ℝ := w ^ 2 / (w ^ 2 + u ^ 2)

/-- Midpoint rule minus integral for the angular function `cos^(2M) θ · cos (2jθ)`. -/
def modeError (N M : ℕ) (j : ℤ) : ℝ :=
  midpointRule N (fun θ => cos θ ^ (2 * M) * cos (2 * (j : ℝ) * θ)) -
    ∫ θ in (0 : ℝ)..(π / 2), cos θ ^ (2 * M) * cos (2 * (j : ℝ) * θ)

/-- The substitution `u = w tan θ` turns an integral over all positive frequencies into
an integral over the angles between `0` and `π/2`. -/
theorem integral_tan_substitution {w : ℝ} (hw : 0 < w) (F : ℝ → ℝ) :
    ∫ u in Ioi (0 : ℝ), F u =
      ∫ θ in Ioo (0 : ℝ) (π / 2), w / cos θ ^ 2 * F (w * tan θ) := by
  have himg : (fun θ => w * tan θ) '' Ioo 0 (π / 2) = Ioi 0 := by
    ext u
    constructor
    · rintro ⟨θ, ⟨h0, h1⟩, rfl⟩
      exact mul_pos hw (Real.tan_pos_of_pos_of_lt_pi_div_two h0 h1)
    · intro hu
      have hu' : 0 < u := hu
      have ha := Real.arctan_strictMono (div_pos hu' hw)
      rw [Real.arctan_zero] at ha
      refine ⟨arctan (u / w), ⟨ha, Real.arctan_lt_pi_div_two _⟩, ?_⟩
      change w * tan (arctan (u / w)) = u
      rw [Real.tan_arctan]
      field_simp
  have hd : ∀ θ ∈ Ioo (0 : ℝ) (π / 2), HasDerivWithinAt (fun θ => w * tan θ)
      ((fun θ => w / cos θ ^ 2) θ) (Ioo 0 (π / 2)) θ := by
    intro θ hθ
    have hc : 0 < cos θ := Real.cos_pos_of_mem_Ioo ⟨by linarith [hθ.1, pi_pos], hθ.2⟩
    have h : HasDerivAt (fun θ => w * tan θ) (w / cos θ ^ 2) θ :=
      ((Real.hasDerivAt_tan hc.ne').const_mul w).congr_deriv (by ring)
    exact h.hasDerivWithinAt
  have hinj : InjOn (fun θ => w * tan θ) (Ioo 0 (π / 2)) := by
    intro x hx y hy hxy
    exact Real.tan_inj_of_lt_of_lt_pi_div_two (by linarith [hx.1, pi_pos]) hx.2
      (by linarith [hy.1, pi_pos]) hy.2 (mul_left_cancel₀ hw.ne' hxy)
  rw [← himg, integral_image_eq_integral_abs_deriv_smul measurableSet_Ioo hd hinj]
  refine setIntegral_congr_fun measurableSet_Ioo fun θ _ => ?_
  have hp : 0 ≤ w / cos θ ^ 2 := by positivity
  simp only [smul_eq_mul, abs_of_nonneg hp]

/-- The quadrature error for the `(M+1)`-th power of the response is `w` times the midpoint
error for `cos^(2M) θ`. -/
theorem frequency_error {w : ℝ} (hw : 0 < w) (N M : ℕ) :
    frequencyRule N w (fun u => response w u ^ (M + 1)) -
      ∫ u in Ioi (0 : ℝ), response w u ^ (M + 1) = w * modeError N M 0 := by
  have key : ∀ θ ∈ Ioo (0 : ℝ) (π / 2), w / cos θ ^ 2 * response w (w * tan θ) ^ (M + 1) =
      w * (cos θ ^ (2 * M) * cos (2 * ((0 : ℤ) : ℝ) * θ)) := by
    intro θ hθ
    have hc : cos θ ≠ 0 :=
      (Real.cos_pos_of_mem_Ioo ⟨by linarith [hθ.1, pi_pos], hθ.2⟩).ne'
    have hr : response w (w * tan θ) = cos θ ^ 2 := by
      unfold response
      rw [div_eq_iff (by positivity)]
      linear_combination (-w ^ 2) * Real.sin_sq_add_cos_sq θ -
        w ^ 2 * (tan θ * cos θ + sin θ) * Real.tan_mul_cos hc
    have h1 : cos (2 * ((0 : ℤ) : ℝ) * θ) = 1 := by simp
    rw [hr, h1, pow_succ, ← pow_mul]
    field_simp
  have hI : ∫ u in Ioi (0 : ℝ), response w u ^ (M + 1) =
      w * ∫ θ in (0 : ℝ)..(π / 2), cos θ ^ (2 * M) * cos (2 * ((0 : ℤ) : ℝ) * θ) := by
    rw [intervalIntegral.integral_of_le (by positivity), integral_Ioc_eq_integral_Ioo,
      ← integral_const_mul]
    exact (integral_tan_substitution hw (fun u => response w u ^ (M + 1))).trans
      (setIntegral_congr_fun measurableSet_Ioo fun θ hθ => key θ hθ)
  have hQ : frequencyRule N w (fun u => response w u ^ (M + 1)) =
      w * midpointRule N (fun θ => cos θ ^ (2 * M) * cos (2 * ((0 : ℤ) : ℝ) * θ)) := by
    simp only [frequencyRule, midpointRule]
    rw [mul_left_comm w, Finset.mul_sum _ _ w]
    congr 1
    refine Finset.sum_congr rfl fun k hk => key _ ?_
    -- the nodes lie strictly inside the interval
    have hk' : (k : ℝ) + 1 ≤ N := by exact_mod_cast Finset.mem_range.1 hk
    have hN : (0 : ℝ) < N := by linarith [Nat.cast_nonneg (α := ℝ) k]
    unfold midpointAngle
    refine ⟨by positivity, ?_⟩
    rw [div_lt_div_iff₀ (by positivity) (by positivity)]
    nlinarith [mul_le_mul_of_nonneg_left hk' pi_pos.le, pi_pos]
  rw [hI, hQ, modeError]
  ring

end

end ImaginaryFrequencyQuadrature
```

Lean reports:

```
Main.lean:79:26: error: Tactic `rewrite` failed: Did not find an occurrence of the pattern
  (?a ^ ?m) ^ ?n
in the target expression
  w / (cos θ ^ 1 * cos θ) * (cos θ ^ 1 * cos θ) ^ (M + 1) = w * (cos θ ^ (2 * M) * 1)

w : ℝ
hw : 0 < w
N M : ℕ
θ : ℝ
hθ : θ ∈ Ioo 0 (π / 2)
hc : cos θ ≠ 0
hr : response w (w * tan θ) = cos θ ^ 2
h1 : cos (2 * ↑0 * θ) = 1
⊢ w / (cos θ ^ 1 * cos θ) * (cos θ ^ 1 * cos θ) ^ (M + 1) = w * (cos θ ^ (2 * M) * 1)
```

The error is in `key`. After `hr` and `h1`, the left side is `w / cos θ ^ 2 * (cos θ ^ 2) ^ (M + 1)`. The step `pow_succ` was needed on the outer power, to split off one factor of `cos θ ^ 2`. But its pattern, a power with exponent `n + 1`, also fits `cos θ ^ 2`, since Lean can read 2 as 1 + 1. The rewrite settled on that and turned every `cos θ ^ 2` into `cos θ ^ 1 * cos θ`, including the one inside the outer power. `← pow_mul` then looked for a power of a power, `(?a ^ ?m) ^ ?n`, and found none, because the base of the outer power was now a product.

The repair proves the required identity separately, as `h2`: `(cos θ ^ 2) ^ (M + 1)` equals `cos θ ^ (2 * M) * cos θ ^ 2`. Rewriting with `h2` can only act on that whole power, so the `cos θ ^ 2` in the denominator stays as it is, and `field_simp` can cancel it against the new factor.

Fix (accepted with no message):

```diff
@@ -77,5 +77,7 @@
         w ^ 2 * (tan θ * cos θ + sin θ) * Real.tan_mul_cos hc
     have h1 : cos (2 * ((0 : ℤ) : ℝ) * θ) = 1 := by simp
-    rw [hr, h1, pow_succ, ← pow_mul]
+    have h2 : (cos θ ^ 2) ^ (M + 1) = cos θ ^ (2 * M) * cos θ ^ 2 := by
+      rw [← pow_mul, ← pow_add, mul_add, mul_one]
+    rw [hr, h1, h2]
     field_simp
   have hI : ∫ u in Ioi (0 : ℝ), response w u ^ (M + 1) =
```
